# Far from a freestanding dielectric slab, the image energy falls as 1/z², not 1/z

Extrapolate the image energy of a unit charge (in Gaussian units) far above a freestanding, laterally unbounded slab with the half-space law −b/(4z), and the result is too large in magnitude, by a factor that eventually grows in proportion to the height z. Here b = (ε−1)/(ε+1), and ε > 1 is the permittivity. The half-space law does hold close to the surface, where the lower face is not felt. This matters when a long-range tail is attached to a calculation for a thin film, insofar as the film acts as a uniform, static, local dielectric with sharp faces. If the slab only stands in for a thick crystal, the half-space tail is the appropriate one.

```lean
import Mathlib

open MeasureTheory Set Filter Topology

namespace DielectricSlabImage

noncomputable section
```

## The slab and its image energy

The slab fills −d < z < 0, with vacuum on both sides. The contrast of a single face is b.

```lean
/-- Dielectric contrast `b = (ε - 1)/(ε + 1)` of a single surface facing vacuum, for `ε ≠ -1`. -/
def contrast (ε : ℝ) : ℝ := (ε - 1) / (ε + 1)
```

At long wavelengths the slab acts as a thin sheet of strength K = (ε²−1)/(4ε): the reflection amplitude R given next approaches 2Kqd as the lateral wave number q goes to 0.

```lean
/-- Thin-sheet strength `K = (ε² - 1)/(4ε)`, for `ε ≠ 0`. -/
def sheetStrength (ε : ℝ) : ℝ := (ε ^ 2 - 1) / (4 * ε)
```

At lateral wave number q, with t = exp(−2qd), the reflection amplitude is

R = b(1−t)/(1−b²t).

```lean
/-- Reflection amplitude of a slab of thickness `d` at lateral wave number `q`,
for `b² exp(-2qd) ≠ 1`. -/
def slabReflection (ε d q : ℝ) : ℝ :=
  contrast ε * (1 - Real.exp (-2 * q * d)) / (1 - contrast ε ^ 2 * Real.exp (-2 * q * d))
```

In Gaussian units a unit charge at height z has the energy

U(z) = −½ ∫_{q>0} exp(−2qz) R(q) dq.

The exponential covers the way down and back, and the ½ is there because the charge induces the field it feels. This superposition over q is taken as the definition of U; R itself is derived below.

```lean
/-- Image energy of a unit charge at height `z > 0` above the slab, in Gaussian units. -/
def imagePotential (ε d z : ℝ) : ℝ :=
  -(1 / 2) * ∫ q in Ioi (0 : ℝ), Real.exp (-2 * q * z) * slabReflection ε d q
```

Since 1−b² = 4ε/(ε+1)², we have K(1−b²) = b. Likewise ε(1−b) = 1+b.

```lean
/-- For `ε > 1` the contrast `b` lies between 0 and 1, the sheet strength `K` is positive, and
`ε (1 - b) = 1 + b` and `K (1 - b²) = b`. -/
theorem contrast_relations {ε : ℝ} (hε : 1 < ε) :
    0 < contrast ε ∧ contrast ε < 1 ∧ 0 < sheetStrength ε ∧
      ε * (1 - contrast ε) = 1 + contrast ε ∧
      sheetStrength ε * (1 - contrast ε ^ 2) = contrast ε := by
  have h0 : 0 < ε := by linarith
  have h1 : 0 < ε + 1 := by linarith
  unfold contrast sheetStrength
  refine ⟨div_pos (by linarith) h1, ?_, div_pos (by nlinarith) (by linarith), ?_, ?_⟩
  · rw [div_lt_one h1]; linarith
  · field_simp
    ring
  · field_simp
    ring
```

## Matching at the two faces

Take the potential exp(qz) − R exp(−qz) above the slab, A exp(qz) + B exp(−qz) inside and T exp(qz) below. With s = exp(−qd) and r = exp(qd), continuity of the potential and of the normal displacement requires

1 − R = A + B,  1 + R = ε(A − B),
As + Br = Ts,  ε(As − Br) = Ts.

The second line gives Br = bAs, hence B = btA. The first then becomes

1 − R = A(1+bt),  (1−b)(1+R) = (1+b)A(1−bt).

Eliminating A leaves R(1−b²t) = b(1−t). Conversely, A = (1−b)/(1−b²t), B = btA and T = (1+b)A solve all four equations. The theorem is therefore an "exactly when". In its proof `generalize` turns the exponentials into letters, and `linear_combination` carries out the eliminations.

```lean
/-- For `ε > 1`, `d > 0`, `q > 0`, an incident potential `exp(qz)` with reflected part `-R exp(-qz)`
above the slab can be matched, through the faces `z = 0` and `z = -d`, to a potential of the form
`T exp(qz)` below it, with continuous potential and normal displacement, exactly when `R` is the
slab reflection amplitude. -/
theorem matching_iff {ε d q : ℝ} (hε : 1 < ε) (hd : 0 < d) (hq : 0 < q) (R : ℝ) :
    (∃ A B T : ℝ, 1 - R = A + B ∧ 1 + R = ε * (A - B) ∧
      A * Real.exp (-(q * d)) + B * Real.exp (q * d) = T * Real.exp (-(q * d)) ∧
      ε * (A * Real.exp (-(q * d)) - B * Real.exp (q * d)) = T * Real.exp (-(q * d))) ↔
    R = slabReflection ε d q := by
  obtain ⟨hb0, hb1, -, he, -⟩ := contrast_relations hε
  have ht1 : Real.exp (-2 * q * d) ≤ 1 :=
    Real.exp_le_one_iff.2 (by nlinarith [mul_pos hq hd])
  have hts : Real.exp (-2 * q * d) = Real.exp (-(q * d)) * Real.exp (-(q * d)) := by
    rw [← Real.exp_add]; congr 1; ring
  have hsr : Real.exp (-(q * d)) * Real.exp (q * d) = 1 := by
    rw [← Real.exp_add, neg_add_cancel, Real.exp_zero]
  unfold slabReflection
  generalize Real.exp (-2 * q * d) = t at ht1 hts ⊢
  generalize Real.exp (-(q * d)) = s at hts hsr ⊢
  generalize Real.exp (q * d) = r at hsr ⊢
  generalize contrast ε = b at hb0 hb1 he ⊢
  have hD : 0 < 1 - b ^ 2 * t := by
    have h := mul_le_of_le_one_right (sq_nonneg b) ht1
    nlinarith
  constructor
  · rintro ⟨A, B, T, h1, h2, h3, h4⟩
    -- the lower face fixes the ratio of the two waves inside the slab
    have hBr : B * r = b * A * s := by
      linear_combination (1 - b) / 2 * h3 - (1 - b) / 2 * h4 + (A * s - B * r) / 2 * he
    have hB : B = b * t * A := by
      linear_combination s * hBr - B * hsr - b * A * hts
    -- the upper face then fixes the reflected amplitude
    have h5 : 1 - R = A * (1 + b * t) := by linear_combination h1 + hB
    have h6 : (1 - b) * (1 + R) = (1 + b) * A * (1 - b * t) := by
      linear_combination (1 - b) * h2 + (A - B) * he - (1 + b) * hB
    rw [eq_div_iff hD.ne']
    linear_combination (1 + b * t) / 2 * h6 - (1 + b) * (1 - b * t) / 2 * h5
  · intro hR
    have hk : (1 - b ^ 2 * t) * (1 - b ^ 2 * t)⁻¹ = 1 := mul_inv_cancel₀ hD.ne'
    rw [div_eq_mul_inv] at hR
    generalize (1 - b ^ 2 * t)⁻¹ = k at hk hR
    have htr : t * r = s := by linear_combination r * hts + s * hsr
    refine ⟨(1 - b) * k, b * t * (1 - b) * k, (1 - b) * (1 + b) * k, ?_, ?_, ?_, ?_⟩
    · linear_combination -hR - hk
    · linear_combination hR - hk - k * (1 - b * t) * he
    · linear_combination b * (1 - b) * k * htr
    · linear_combination k * (s - b * t * r) * he - (1 + b) * k * b * htr
```

## Bounds on the reflection

Put u = 1−t and D = 1−b²t, so that R = bu/D. Since 0 < D ≤ 1 and u ≤ D, we get bu ≤ R ≤ b. These bounds serve near the surface. For the far field, K(1−b²) = b gives

KuD = bu(1 + bKu) ≥ bu,
(Ku − bK²u²)D = bu(1 − (bKu)²) ≤ bu,

and so Ku − bK²u² ≤ R ≤ Ku.

```lean
/-- For `ε > 1`, `d > 0`, `q > 0` and `u = 1 - exp(-2qd)`, the reflection amplitude lies between
`b u` and `b`, and between `K u - b K² u²` and `K u`. -/
theorem slabReflection_bounds {ε d q : ℝ} (hε : 1 < ε) (hd : 0 < d) (hq : 0 < q) :
    contrast ε * (1 - Real.exp (-2 * q * d)) ≤ slabReflection ε d q ∧
    slabReflection ε d q ≤ contrast ε ∧
    sheetStrength ε * (1 - Real.exp (-2 * q * d)) - contrast ε * sheetStrength ε ^ 2 *
      (1 - Real.exp (-2 * q * d)) ^ 2 ≤ slabReflection ε d q ∧
    slabReflection ε d q ≤ sheetStrength ε * (1 - Real.exp (-2 * q * d)) := by
  obtain ⟨hb0, hb1, hK0, -, hK⟩ := contrast_relations hε
  have ht0 := Real.exp_pos (-2 * q * d)
  have ht1 : Real.exp (-2 * q * d) ≤ 1 :=
    Real.exp_le_one_iff.2 (by nlinarith [mul_pos hq hd])
  unfold slabReflection
  generalize Real.exp (-2 * q * d) = t at ht0 ht1 ⊢
  generalize contrast ε = b at hb0 hb1 hK ⊢
  generalize sheetStrength ε = K at hK0 hK ⊢
  have hb2 : b ^ 2 < 1 := by nlinarith
  have hD : 0 < 1 - b ^ 2 * t := by
    have h := mul_le_of_le_one_right (sq_nonneg b) ht1
    linarith
  have hbu : 0 ≤ b * (1 - t) := mul_nonneg hb0.le (by linarith)
  refine ⟨?_, ?_, ?_, ?_⟩
  · rw [le_div_iff₀ hD]
    exact mul_le_of_le_one_right hbu (by nlinarith [mul_nonneg (sq_nonneg b) ht0.le])
  · rw [div_le_iff₀ hD]
    exact mul_le_mul_of_nonneg_left (by nlinarith) hb0.le
  · rw [le_div_iff₀ hD]
    have e : (K * (1 - t) - b * K ^ 2 * (1 - t) ^ 2) * (1 - b ^ 2 * t)
        = b * (1 - t) * (1 - (b * K * (1 - t)) ^ 2) := by
      linear_combination (1 - t) * (1 - b * K * (1 - t)) * hK
    rw [e]
    exact mul_le_of_le_one_right hbu (by linarith [sq_nonneg (b * K * (1 - t))])
  · rw [div_le_iff₀ hD]
    have e : K * (1 - t) * (1 - b ^ 2 * t) = b * (1 - t) + K * (b * (1 - t)) ^ 2 := by
      linear_combination (1 - t) * hK
    rw [e]
    linarith [mul_nonneg hK0.le (sq_nonneg (b * (1 - t)))]
```

## From amplitudes to energies

Every bound is a combination of 1, t and t². Because ∫_{q>0} exp(−2qa) dq = 1/(2a) for a > 0,

∫_{q>0} exp(−2qz)(α + βt + γt²) dq = α/(2z) + β/(2(z+d)) + γ/(2(z+2d)).

```lean
/-- For `z > 0` and `d > 0`, the amplitude `α + β exp(-2qd) + γ exp(-4qd)` weighted by `exp(-2qz)`
is integrable over `q > 0`, with integral `α/(2z) + β/(2(z + d)) + γ/(2(z + 2d))`. -/
theorem integral_images {d z : ℝ} (hd : 0 < d) (hz : 0 < z) (α β γ : ℝ) :
    IntegrableOn (fun q : ℝ => Real.exp (-2 * q * z) *
      (α + β * Real.exp (-2 * q * d) + γ * Real.exp (-2 * q * d) ^ 2)) (Ioi 0) ∧
    ∫ q in Ioi (0 : ℝ), Real.exp (-2 * q * z) *
      (α + β * Real.exp (-2 * q * d) + γ * Real.exp (-2 * q * d) ^ 2)
      = α / (2 * z) + β / (2 * (z + d)) + γ / (2 * (z + 2 * d)) := by
  have base : ∀ a : ℝ, 0 < a →
      Integrable (fun q : ℝ => Real.exp (-2 * q * a)) (volume.restrict (Ioi 0)) ∧
      ∫ q in Ioi (0 : ℝ), Real.exp (-2 * q * a) = 1 / (2 * a) := by
    intro a ha
    have e : (fun q : ℝ => Real.exp (-2 * q * a)) = fun q => Real.exp (-(2 * a) * q) := by
      funext q; congr 1; ring
    rw [e]
    refine ⟨exp_neg_integrableOn_Ioi 0 (by positivity), ?_⟩
    rw [integral_exp_mul_Ioi (by linarith) 0, mul_zero, Real.exp_zero, neg_div_neg_eq]
  have e : (fun q : ℝ => Real.exp (-2 * q * z) *
      (α + β * Real.exp (-2 * q * d) + γ * Real.exp (-2 * q * d) ^ 2)) =
      fun q => α * Real.exp (-2 * q * z) + β * Real.exp (-2 * q * (z + d))
        + γ * Real.exp (-2 * q * (z + 2 * d)) := by
    funext q
    have h1 : Real.exp (-2 * q * (z + d)) = Real.exp (-2 * q * z) * Real.exp (-2 * q * d) := by
      rw [← Real.exp_add]; congr 1; ring
    have h2 : Real.exp (-2 * q * (z + 2 * d))
        = Real.exp (-2 * q * z) * Real.exp (-2 * q * d) ^ 2 := by
      rw [pow_two, ← Real.exp_add, ← Real.exp_add]; congr 1; ring
    rw [h1, h2]; ring
  obtain ⟨i0, v0⟩ := base z hz
  obtain ⟨i1, v1⟩ := base (z + d) (by linarith)
  obtain ⟨i2, v2⟩ := base (z + 2 * d) (by linarith)
  have j : Integrable (fun q : ℝ => α * Real.exp (-2 * q * z)
      + β * Real.exp (-2 * q * (z + d))) (volume.restrict (Ioi 0)) :=
    (i0.const_mul α).add (i1.const_mul β)
  rw [e]
  refine ⟨j.add (i2.const_mul γ), ?_⟩
  rw [integral_add j (i2.const_mul γ), integral_add (i0.const_mul α) (i1.const_mul β),
    integral_const_mul, integral_const_mul, integral_const_mul, v0, v1, v2]
  ring
```

The integral for U converges, since 0 ≤ R ≤ b. Integrating a bound on R preserves the inequality (`setIntegral_mono_on`), and the factor −½ reverses it.

```lean
/-- For `ε > 1`, `d > 0`, `z > 0`, a bound on the reflection amplitude by
`α + β exp(-2qd) + γ exp(-4qd)` at all `q > 0` gives the opposite bound on the image energy by
the corresponding Coulomb terms. -/
theorem imagePotential_compare {ε d z : ℝ} (hε : 1 < ε) (hd : 0 < d) (hz : 0 < z)
    (α β γ : ℝ) :
    ((∀ q > 0, slabReflection ε d q ≤
        α + β * Real.exp (-2 * q * d) + γ * Real.exp (-2 * q * d) ^ 2) →
      -(α / (4 * z) + β / (4 * (z + d)) + γ / (4 * (z + 2 * d))) ≤ imagePotential ε d z) ∧
    ((∀ q > 0, α + β * Real.exp (-2 * q * d) + γ * Real.exp (-2 * q * d) ^ 2 ≤
        slabReflection ε d q) →
      imagePotential ε d z ≤ -(α / (4 * z) + β / (4 * (z + d)) + γ / (4 * (z + 2 * d)))) := by
  obtain ⟨iP, vP⟩ := integral_images hd hz α β γ
  -- the amplitude is bounded by the contrast, so the energy integral converges
  have iR : IntegrableOn (fun q : ℝ => Real.exp (-2 * q * z) * slabReflection ε d q)
      (Ioi 0) := by
    refine Integrable.mono' (integral_images hd hz (contrast ε) 0 0).1
      (Measurable.aestronglyMeasurable (by unfold slabReflection; fun_prop)) ?_
    refine (ae_restrict_iff' measurableSet_Ioi).2 (Eventually.of_forall fun q hq => ?_)
    have hq : 0 < q := hq
    obtain ⟨h1, h2, -, -⟩ := slabReflection_bounds hε hd hq
    have ht1 : Real.exp (-2 * q * d) ≤ 1 :=
      Real.exp_le_one_iff.2 (by nlinarith [mul_pos hq hd])
    have h0 := mul_nonneg (contrast_relations hε).1.le (sub_nonneg.2 ht1)
    rw [Real.norm_eq_abs, abs_of_nonneg (mul_nonneg (Real.exp_pos _).le (h0.trans h1))]
    exact mul_le_mul_of_nonneg_left (by linarith) (Real.exp_pos _).le
  have e : -(α / (4 * z) + β / (4 * (z + d)) + γ / (4 * (z + 2 * d))) =
      -(1 / 2) * (α / (2 * z) + β / (2 * (z + d)) + γ / (2 * (z + 2 * d))) := by
    field_simp
    ring
  rw [e, ← vP]
  unfold imagePotential
  constructor <;> intro h
  · have m := setIntegral_mono_on iR iP measurableSet_Ioi
      (fun q hq => mul_le_mul_of_nonneg_left (h q hq) (Real.exp_pos _).le)
    linarith
  · have m := setIntegral_mono_on iP iR measurableSet_Ioi
      (fun q hq => mul_le_mul_of_nonneg_left (h q hq) (Real.exp_pos _).le)
    linarith
```

Inserting R ≤ b and R ≥ b − bt gives

−b/(4z) ≤ U ≤ −b/(4z) + b/(4(z+d)) = −bd/(4z(z+d)).

```lean
/-- For `ε > 1`, `d > 0`, `z > 0`, the image energy lies between `-b/(4z)` and
`-b d/(4z(z + d))`. -/
theorem near_bounds {ε d z : ℝ} (hε : 1 < ε) (hd : 0 < d) (hz : 0 < z) :
    -(contrast ε / (4 * z)) ≤ imagePotential ε d z ∧
    imagePotential ε d z ≤ -(contrast ε * d / (4 * z * (z + d))) := by
  have h1 := (imagePotential_compare hε hd hz (contrast ε) 0 0).1
    (fun q hq => by linarith [(slabReflection_bounds hε hd hq).2.1])
  have h2 := (imagePotential_compare hε hd hz (contrast ε) (-contrast ε) 0).2
    (fun q hq => by linarith [(slabReflection_bounds hε hd hq).1])
  rw [zero_div, add_zero] at h1 h2
  rw [zero_div, add_zero] at h1
  refine ⟨h1, h2.trans_eq ?_⟩
  field_simp
  ring
```

Inserting R ≤ K − Kt gives the lower bound −Kd/(4z(z+d)). The term bK²u² = bK²(1 − 2t + t²) raises the upper bound above this by

(bK²/4)[1/z − 2/(z+d) + 1/(z+2d)] = bK²d²/(2z(z+d)(z+2d)).

Relative to the leading term this is 2bKd/(z+2d), which is small once z is large compared with bKd. For large ε that length is about εd/4, well beyond the thickness itself. The leading term becomes −Kd/(4z²) only once z is also large compared with d.

```lean
/-- For `ε > 1`, `d > 0`, `z > 0`, the image energy is at least `-K d/(4z(z + d))` and exceeds it
by at most `b K² d²/(2z(z + d)(z + 2d))`. -/
theorem far_bounds {ε d z : ℝ} (hε : 1 < ε) (hd : 0 < d) (hz : 0 < z) :
    -(sheetStrength ε * d / (4 * z * (z + d))) ≤ imagePotential ε d z ∧
    imagePotential ε d z ≤ -(sheetStrength ε * d / (4 * z * (z + d))) +
      contrast ε * sheetStrength ε ^ 2 * d ^ 2 / (2 * z * (z + d) * (z + 2 * d)) := by
  have h1 := (imagePotential_compare hε hd hz (sheetStrength ε) (-sheetStrength ε) 0).1
    (fun q hq => by linarith [(slabReflection_bounds hε hd hq).2.2.2])
  have h2 := (imagePotential_compare hε hd hz
    (sheetStrength ε - contrast ε * sheetStrength ε ^ 2)
    (2 * (contrast ε * sheetStrength ε ^ 2) - sheetStrength ε)
    (-(contrast ε * sheetStrength ε ^ 2))).2
    (fun q hq => by linarith [(slabReflection_bounds hε hd hq).2.2.1])
  rw [zero_div, add_zero] at h1
  refine ⟨le_of_eq_of_le ?_ h1, h2.trans_eq ?_⟩
  · field_simp
    ring
  · field_simp
    ring
```

## The two limits

Multiplying the near bounds by z gives

−b/4 ≤ zU ≤ −bd/(4(z+d)),

and both sides tend to −b/4 as z falls to 0. In Lean, `𝓝[>] 0` means an approach through positive heights, with ε and d fixed.

The hypothesis d > 0 can't be relaxed to d ≥ 0 here. For ε = 3 and d = 0 we have R = 0 at every q, so zU = 0, whereas −b/4 = −1/8.

```lean
/-- Close to a slab with `ε > 1` and `d > 0`, `z U(z)` tends to `-b/4`. -/
theorem tendsto_near {ε d : ℝ} (hε : 1 < ε) (hd : 0 < d) :
    Tendsto (fun z => z * imagePotential ε d z) (𝓝[>] 0) (𝓝 (-(contrast ε / 4))) := by
  have hc : ContinuousAt (fun z : ℝ => -(contrast ε * d / (4 * (z + d)))) 0 :=
    (ContinuousAt.div (by fun_prop) (by fun_prop) (by rw [zero_add]; positivity)).neg
  have h : Tendsto (fun z : ℝ => -(contrast ε * d / (4 * (z + d)))) (𝓝 0)
      (𝓝 (-(contrast ε * d / (4 * (0 + d))))) := hc.tendsto
  rw [zero_add, mul_div_mul_right _ _ hd.ne'] at h
  refine tendsto_of_tendsto_of_tendsto_of_le_of_le' tendsto_const_nhds
    (h.mono_left nhdsWithin_le_nhds) ?_ ?_
  · filter_upwards [self_mem_nhdsWithin] with z hz
    have hz : 0 < z := hz
    refine le_of_eq_of_le ?_ (mul_le_mul_of_nonneg_left (near_bounds hε hd hz).1 hz.le)
    field_simp
  · filter_upwards [self_mem_nhdsWithin] with z hz
    have hz : 0 < z := hz
    refine (mul_le_mul_of_nonneg_left (near_bounds hε hd hz).2 hz.le).trans_eq ?_
    field_simp
```

Multiplying the far bounds by z² gives

−(Kd/4) z/(z+d) ≤ z²U ≤ −(Kd/4) z/(z+d) + bK²d² z/(2(z+d)(z+2d)).

The last term vanishes as z → ∞ (`atTop`), and both sides tend to −Kd/4 = −d(ε²−1)/(16ε). The thickness stays fixed while z grows; letting d → ∞ first would restore the half-space law.

```lean
/-- Far from a slab with `ε > 1` and `d > 0`, `z² U(z)` tends to `-d(ε² - 1)/(16ε)`. -/
theorem tendsto_far {ε d : ℝ} (hε : 1 < ε) (hd : 0 < d) :
    Tendsto (fun z => z ^ 2 * imagePotential ε d z) atTop
      (𝓝 (-(d * (ε ^ 2 - 1) / (16 * ε)))) := by
  have hi : ∀ a : ℝ, Tendsto (fun z : ℝ => (z + a)⁻¹) atTop (𝓝 0) := fun a =>
    tendsto_inv_atTop_zero.comp (tendsto_atTop_add_const_right atTop a tendsto_id)
  have hr := ((hi d).const_mul d).const_sub 1
  simp only [mul_zero, sub_zero] at hr
  have hg := (hr.const_mul (sheetStrength ε * d / 4)).neg
  have hh := hg.add ((hr.mul (hi (2 * d))).const_mul
    (contrast ε * sheetStrength ε ^ 2 * d ^ 2 / 2))
  simp only [mul_zero, add_zero, mul_one] at hg hh
  have e : -(d * (ε ^ 2 - 1) / (16 * ε)) = -(sheetStrength ε * d / 4) := by
    unfold sheetStrength; ring
  rw [e]
  -- both bounds have the same leading inverse-square term
  refine tendsto_of_tendsto_of_tendsto_of_le_of_le' hg hh ?_ ?_
  · filter_upwards [eventually_gt_atTop (0 : ℝ)] with z hz
    refine le_of_eq_of_le ?_ (mul_le_mul_of_nonneg_left (far_bounds hε hd hz).1 (sq_nonneg z))
    field_simp
    ring
  · filter_upwards [eventually_gt_atTop (0 : ℝ)] with z hz
    refine (mul_le_mul_of_nonneg_left (far_bounds hε hd hz).2 (sq_nonneg z)).trans_eq ?_
    field_simp
    ring
```

Finally zU = (1/z)(z²U), a product of a factor that tends to zero and one with a finite limit. The 1/z tail is therefore absent for every finite thickness.

```lean
/-- For `ε > 1` and finite thickness `d > 0` the image energy has no `1/z` tail:
`z U(z)` tends to zero at large height. -/
theorem no_coulomb_tail {ε d : ℝ} (hε : 1 < ε) (hd : 0 < d) :
    Tendsto (fun z => z * imagePotential ε d z) atTop (𝓝 0) := by
  have h := tendsto_inv_atTop_zero.mul (tendsto_far hε hd)
  rw [zero_mul] at h
  refine h.congr' ?_
  filter_upwards [eventually_gt_atTop (0 : ℝ)] with z hz
  field_simp

end

end DielectricSlabImage
```

```lean
#print axioms DielectricSlabImage.matching_iff
-- 'DielectricSlabImage.matching_iff' depends on axioms: [propext, Classical.choice, Quot.sound]
#print axioms DielectricSlabImage.tendsto_near
-- 'DielectricSlabImage.tendsto_near' depends on axioms: [propext, Classical.choice, Quot.sound]
#print axioms DielectricSlabImage.tendsto_far
-- 'DielectricSlabImage.tendsto_far' depends on axioms: [propext, Classical.choice, Quot.sound]
#print axioms DielectricSlabImage.no_coulomb_tail
-- 'DielectricSlabImage.no_coulomb_tail' depends on axioms: [propext, Classical.choice, Quot.sound]
```
